# Edge operators from Majorana generators: local relations and the loop condition of the superfast encoding

To simulate lattice fermions on qubits with the superfast encoding, one assigns a Pauli string to each edge of the lattice and then restricts the qubit state to the subspace on which certain loop products equal 1. Each loop product includes a phase. For hopping fermions on a planar lattice, for example, the opposite sign on one plaquette amounts to an extra flux of π through it. The relations below fix that phase for edge operators built from one Majorana generator per site; they do not construct the qubit strings.

## Majorana generators and edges

Let g_j be elements of a complex algebra, one for each site j, with

g_j² = 1, and g_j g_k = −g_k g_j for j ≠ k.

The edge operator from j to k is

A_jk = −i g_j g_k.

A fermionic mode supplies two Majorana operators. Here g_j stands for one of them, the same choice at every site. The vertex operators of the full encoding, which use the second one, do not appear.

## The relations as stated

For distinct sites the edge operators satisfy four local relations:

- A_kj = −A_jk;
- A_jk² = 1;
- A_jk A_km = −A_km A_jk, for edges that share only the site k;
- A_jk A_mn = A_mn A_jk, for edges with no common site.

For a loop through v_0, …, v_n and back to v_0, with l = n + 1 edges,

i^l A_{v_0 v_1} A_{v_1 v_2} … A_{v_n v_0} = 1.

In the Lean file, `V` is the type of site labels and may be infinite, while `R` is a ring with a complex algebra structure. `IsMajorana g` contains the two assumptions on the generators. No adjoint is present, so Hermiticity is neither assumed nor proved. `LocalEdgeRelations` collects the four local relations. Its anticommutation field has the shared site in the middle, and the other orientations follow by reversal.

A walk is a function `v : ℕ → V`, of which only the first sites are used. `walkProduct A v n` multiplies n edges, and `loopProduct A v n` adds the closing edge from `v n` to `v 0`; the phase i^l is not part of it and is written separately in the theorems. Sites may repeat, and any two sites may be joined, so the loops of every particular lattice are included. The theorem `superfast_relations` holds for every n. Consecutive sites may coincide, which gives a degenerate edge A_jj = −i; at n = 0 this is the only edge. Loops without degenerate edges start at l = 2.

## Moving generators past each other

Reversal is one exchange:

A_kj = −i g_k g_j = i g_j g_k = −A_jk.

For the square, exchange the two middle factors:

g_j g_k g_j g_k = −g_j² g_k² = −1, so A_jk² = (−i)²(−1) = 1.

A pair commutes with any third generator, because two exchanges give two signs:

g_j g_k g_m = −g_j g_m g_k = g_m g_j g_k.

For two edges that share k, this gives

A_jk A_km = −g_j g_k g_k g_m = −g_j g_m,

A_km A_jk = −g_k g_m g_j g_k = −g_k g_k g_m g_j = −g_m g_j = g_j g_m.

The two products are opposite. For disjoint edges, g_j g_k commutes with g_m and with g_n, hence with g_m g_n.

## Cancellation along a walk

Let W_n be the product of the first n edge operators. Then

W_n = (−i)^n g_{v_0} g_{v_n}.

For n = 0 both sides are 1. If the formula holds for n, the next edge gives

W_{n+1} = (−i)^{n+1} g_{v_0} g_{v_n} g_{v_n} g_{v_{n+1}} = (−i)^{n+1} g_{v_0} g_{v_{n+1}}.

The closing edge now yields

W_n A_{v_n v_0} = (−i)^{n+1} g_{v_0} g_{v_n} g_{v_n} g_{v_0} = (−i)^l,

and multiplication by i^l gives (i · (−i))^l = 1.

The same formula shows that i^n W_n = g_{v_0} g_{v_n} depends only on the two ends. A coupling between distant sites can therefore be written along any path that joins them.

## A triangle of Pauli matrices

Take g_0 = X, g_1 = Y, g_2 = Z. Then

A_01 = −i XY = Z, A_12 = −i YZ = X, A_20 = −i ZX = Y.

Around the triangle l = 3, and

i³ A_01 A_12 A_20 = −i · ZXY = −i · (iY)Y = 1.

Now replace every A_jk by −A_jk. The local relations are unchanged, but i³ A_01 A_12 A_20 becomes −1. In general this replacement multiplies the product around a loop of l edges by (−1)^l, so for odd loops the local relations alone do not imply the loop condition. For even l this particular sign change has no effect on the loop product.

## Loops as walks in a graph

Mathlib's `SimpleGraph` offers another model, in which a loop is a closed walk through adjacent sites. Degenerate edges A_jj would then be excluded by the type, and the shortest closed walk would have no edges and product 1. The statement would carry the graph as an additional parameter. The site sequences used here need no graph, at the price of admitting degenerate edges, for which the loop identity still holds.

## The Lean file

```lean
import Mathlib

open Complex

namespace SuperfastEncoding

noncomputable section

variable {V R : Type*} [Ring R]

/-- Majorana generators: each squares to one and different ones anticommute. -/
structure IsMajorana (g : V → R) : Prop where
  sq : ∀ j, g j * g j = 1
  anti : ∀ j k, j ≠ k → g j * g k = -(g k * g j)

/-- The local relations of edge operators: orientation reversal changes the sign, each edge
squares to one, edges sharing exactly one vertex anticommute, and disjoint edges commute. -/
structure LocalEdgeRelations (A : V → V → R) : Prop where
  reverse : ∀ j k, j ≠ k → A k j = -A j k
  sq : ∀ j k, j ≠ k → A j k * A j k = 1
  anticomm : ∀ j k m, j ≠ k → k ≠ m → j ≠ m → A j k * A k m = -(A k m * A j k)
  comm : ∀ j k m n, j ≠ k → m ≠ n → m ≠ j → m ≠ k → n ≠ j → n ≠ k →
    A j k * A m n = A m n * A j k

/-- The edge operator `A_jk = -i g_j g_k`. -/
def edge [Algebra ℂ R] (g : V → R) (j k : V) : R := (-I) • (g j * g k)

/-- The ordered product of edge operators along the first `n` steps of the walk `v`. -/
def walkProduct (A : V → V → R) (v : ℕ → V) : ℕ → R
  | 0 => 1
  | n + 1 => walkProduct A v n * A (v n) (v (n + 1))

/-- The ordered product of edge operators around the loop through the `n + 1` sites
`v 0, ..., v n` and back to `v 0`. -/
def loopProduct (A : V → V → R) (v : ℕ → V) (n : ℕ) : R :=
  walkProduct A v n * A (v n) (v 0)

/-- A product of two different Majorana generators commutes with every third one. -/
theorem pair_commute {g : V → R} (h : IsMajorana g) {j k m : V} (hj : m ≠ j) (hk : m ≠ k) :
    Commute (g j * g k) (g m) := by
  change g j * g k * g m = g m * (g j * g k)
  calc g j * g k * g m = g j * (g k * g m) := mul_assoc _ _ _
    _ = g j * (-(g m * g k)) := by rw [h.anti k m hk.symm]
    _ = -(g j * g m) * g k := by noncomm_ring
    _ = -(-(g m * g j)) * g k := by rw [h.anti j m hj.symm]
    _ = g m * (g j * g k) := by noncomm_ring

/-- The edge operators built from Majorana generators satisfy the local edge relations. -/
theorem edge_localRelations [Algebra ℂ R] {g : V → R} (h : IsMajorana g) :
    LocalEdgeRelations (edge g) where
  reverse j k hjk := by
    unfold edge
    rw [h.anti k j hjk.symm, smul_neg]
  sq j k hjk := by
    have e : g j * g k * (g j * g k) = -1 := by
      calc g j * g k * (g j * g k) = g j * (g k * g j) * g k := by noncomm_ring
        _ = g j * (-(g j * g k)) * g k := by rw [h.anti k j hjk.symm]
        _ = -((g j * g j) * (g k * g k)) := by noncomm_ring
        _ = -1 := by rw [h.sq, h.sq, one_mul]
    unfold edge
    rw [smul_mul_smul_comm, e, neg_mul_neg, I_mul_I, neg_smul, one_smul, neg_neg]
  anticomm j k m hjk hkm hjm := by
    -- the shared generator cancels in both orders, leaving g_j g_m and g_m g_j
    have e1 : g j * g k * (g k * g m) = g j * g m := by
      calc g j * g k * (g k * g m) = g j * (g k * g k) * g m := by noncomm_ring
        _ = g j * g m := by rw [h.sq, mul_one]
    have e2 : g k * g m * (g j * g k) = g m * g j := by
      calc g k * g m * (g j * g k) = g k * (g m * g j * g k) := by noncomm_ring
        _ = g k * (g k * (g m * g j)) := by rw [(pair_commute h hkm hjk.symm).eq]
        _ = (g k * g k) * (g m * g j) := by noncomm_ring
        _ = g m * g j := by rw [h.sq, one_mul]
    unfold edge
    rw [smul_mul_smul_comm, smul_mul_smul_comm, e1, e2, h.anti j m hjm, smul_neg]
  comm j k m n _ _ hmj hmk hnj hnk := by
    unfold edge
    rw [smul_mul_smul_comm, smul_mul_smul_comm,
      ((pair_commute h hmj hmk).mul_right (pair_commute h hnj hnk)).eq]

/-- Along a walk of `n` edges the edge operators multiply to `(-i)^n` times the product of
the Majorana generators at the two ends. -/
theorem walkProduct_edge [Algebra ℂ R] {g : V → R} (h : IsMajorana g) (v : ℕ → V) (n : ℕ) :
    walkProduct (edge g) v n = (-I) ^ n • (g (v 0) * g (v n)) := by
  induction n with
  | zero => simp [walkProduct, h.sq]
  | succ n ih =>
    -- the two generators at the intermediate site cancel
    have e : g (v 0) * g (v n) * (g (v n) * g (v (n + 1))) = g (v 0) * g (v (n + 1)) := by
      calc g (v 0) * g (v n) * (g (v n) * g (v (n + 1)))
          = g (v 0) * (g (v n) * g (v n)) * g (v (n + 1)) := by noncomm_ring
        _ = g (v 0) * g (v (n + 1)) := by rw [h.sq, mul_one]
    rw [walkProduct, ih, edge, smul_mul_smul_comm, e, pow_succ]

/-- Two walks with the same end points, of `m` and `n` edges, have the same product of edge
operators once these are multiplied by `i^m` and `i^n`. -/
theorem walkProduct_path_independent [Algebra ℂ R] {g : V → R} (h : IsMajorana g)
    (v w : ℕ → V) (m n : ℕ) (h0 : v 0 = w 0) (h1 : v m = w n) :
    I ^ m • walkProduct (edge g) v m = I ^ n • walkProduct (edge g) w n := by
  have phase : ∀ l : ℕ, I ^ l * (-I) ^ l = 1 := fun l => by
    rw [← mul_pow, mul_neg, I_mul_I, neg_neg, one_pow]
  rw [walkProduct_edge h, walkProduct_edge h, smul_smul, smul_smul, phase, phase, h0, h1]

/-- The edge operators `A_jk = -i g_j g_k` satisfy the local edge relations, and around every loop
of `l = n + 1` sites `i^l A_12 A_23 ... A_l1 = 1`. -/
theorem superfast_relations [Algebra ℂ R] {g : V → R} (h : IsMajorana g) :
    LocalEdgeRelations (edge g) ∧
      ∀ (v : ℕ → V) (n : ℕ), I ^ (n + 1) • loopProduct (edge g) v n = 1 := by
  refine ⟨edge_localRelations h, fun v n => ?_⟩
  have e : g (v 0) * g (v n) * (g (v n) * g (v 0)) = 1 := by
    calc g (v 0) * g (v n) * (g (v n) * g (v 0))
        = g (v 0) * (g (v n) * g (v n)) * g (v 0) := by noncomm_ring
      _ = 1 := by rw [h.sq, mul_one, h.sq]
  rw [loopProduct, walkProduct_edge h, edge, smul_mul_smul_comm, e, ← pow_succ, smul_smul,
    ← mul_pow, mul_neg, I_mul_I, neg_neg, one_pow, one_smul]

/-- The sign-reversed edge operators `-A_jk` satisfy the same local edge relations, but around a
loop of `l = n + 1` sites `i^l` times their ordered product is `(-1)^l`. -/
theorem reversed_sign_relations [Algebra ℂ R] {g : V → R} (h : IsMajorana g) :
    LocalEdgeRelations (fun j k => -edge g j k) ∧
      ∀ (v : ℕ → V) (n : ℕ),
        I ^ (n + 1) • loopProduct (fun j k => -edge g j k) v n = (-1) ^ (n + 1) := by
  obtain ⟨hA, hloop⟩ := superfast_relations h
  refine ⟨⟨fun j k hjk => ?_, fun j k hjk => ?_, fun j k m h1 h2 h3 => ?_,
    fun j k m n h1 h2 h3 h4 h5 h6 => ?_⟩, fun v n => ?_⟩
  · simp only [hA.reverse j k hjk]
  · simp only [neg_mul_neg, hA.sq j k hjk]
  · simp only [neg_mul_neg]
    exact hA.anticomm j k m h1 h2 h3
  · simp only [neg_mul_neg]
    exact hA.comm j k m n h1 h2 h3 h4 h5 h6
  · -- each edge of the loop contributes one factor -1
    have hw : ∀ l : ℕ, walkProduct (fun j k => -edge g j k) v l
        = (-1) ^ l * walkProduct (edge g) v l := by
      intro l
      induction l with
      | zero => simp [walkProduct]
      | succ l ih => simp [walkProduct, ih, pow_succ, mul_assoc]
    have hl : loopProduct (fun j k => -edge g j k) v n
        = (-1) ^ (n + 1) * loopProduct (edge g) v n := by
      simp [loopProduct, hw, pow_succ, mul_assoc]
    rw [hl, ← mul_smul_comm, hloop, mul_one]

/-- The three Pauli matrices. -/
def pauli : Fin 3 → Matrix (Fin 2) (Fin 2) ℂ :=
  ![!![0, 1; 1, 0], !![0, -I; I, 0], !![1, 0; 0, -1]]

/-- The family on a doubled space: one new diagonal generator with entries `1, -1`, and each
old generator placed in both off-diagonal blocks. -/
def doubled (g : V → R) : Option V → Matrix (Fin 2) (Fin 2) R
  | none => !![1, 0; 0, -1]
  | some j => !![0, g j; g j, 0]

/-- Doubling the space turns a family of Majorana generators into one with an additional
generator. -/
theorem doubled_isMajorana {g : V → R} (h : IsMajorana g) : IsMajorana (doubled g) where
  sq j := by
    cases j <;> ext a b <;> fin_cases a <;> fin_cases b <;>
      simp [doubled, Matrix.mul_apply, Fin.sum_univ_two, h.sq]
  anti j k hjk := by
    rcases j with _ | j <;> rcases k with _ | k
    · exact absurd rfl hjk
    · ext a b
      fin_cases a <;> fin_cases b <;> simp [doubled, Matrix.mul_apply, Fin.sum_univ_two]
    · ext a b
      fin_cases a <;> fin_cases b <;> simp [doubled, Matrix.mul_apply, Fin.sum_univ_two]
    · have e := h.anti j k (fun hh => hjk (congrArg some hh))
      ext a b
      fin_cases a <;> fin_cases b <;> simp [doubled, Matrix.mul_apply, Fin.sum_univ_two, e]

/-- The Pauli matrices are three Majorana generators, and doubling them gives four. -/
theorem isMajorana_witness : IsMajorana pauli ∧ IsMajorana (doubled pauli) := by
  have hp : IsMajorana pauli := by
    constructor
    · intro j
      fin_cases j <;> ext a b <;> fin_cases a <;> fin_cases b <;>
        simp [pauli, Matrix.mul_apply, Fin.sum_univ_two]
    · intro j k hjk
      fin_cases j <;> fin_cases k <;> first
        | exact absurd rfl hjk
        | (ext a b
           fin_cases a <;> fin_cases b <;>
             simp [pauli, Matrix.mul_apply, Fin.sum_univ_two])
  exact ⟨hp, doubled_isMajorana hp⟩

end

end SuperfastEncoding
```

```lean
#print axioms SuperfastEncoding.edge_localRelations
-- 'SuperfastEncoding.edge_localRelations' depends on axioms: [propext, Classical.choice, Quot.sound]
#print axioms SuperfastEncoding.walkProduct_path_independent
-- 'SuperfastEncoding.walkProduct_path_independent' depends on axioms: [propext, Classical.choice, Quot.sound]
#print axioms SuperfastEncoding.reversed_sign_relations
-- 'SuperfastEncoding.reversed_sign_relations' depends on axioms: [propext, Classical.choice, Quot.sound]
```

## How the proof follows the algebra

`pair_commute` is the double exchange of signs. Its `calc` chain uses `h.anti` twice, and `noncomm_ring` does the regrouping without ever changing the order of factors.

`edge_localRelations` proves the four local relations. In the last three, `smul_mul_smul_comm` collects the two factors −i in front, which leaves a product of four generators. For the square, the auxiliary equation `e` evaluates that product to −1. For edges with a common site, `e1` and `e2` reduce the two orders to g_j g_m and g_m g_j, and one more exchange gives the sign. For disjoint edges, `mul_right` combines commutation with g_m and with g_n into commutation with their product.

`walkProduct_edge` is the induction on the number of edges. The equation `e` in its successor step removes the pair of generators at the intermediate site, and `pow_succ` absorbs the new factor −i. `walkProduct_path_independent` applies this formula to both walks, cancels the phases through i^l (−i)^l = 1, and identifies the end sites by `h0` and `h1`.

`superfast_relations` joins the local relations to the loop identity. Its equation `e` cancels the four generators that remain after closing the walk, and the final rewrites cancel the phase.

In `reversed_sign_relations`, the signs cancel in every product of two edge operators, which is the role of `neg_mul_neg`. The inner induction `hw` extracts (−1)^l from a walk of l edges, `hl` adds the sign of the closing edge, and the earlier loop identity does the rest.

The remaining results supply explicit generators. `doubled_isMajorana` checks, entry by entry, that a family g_j extends to a family of 2 × 2 block matrices with one more member: the new generator is diagonal with blocks 1 and −1, and each old one sits in both off-diagonal blocks. `isMajorana_witness` verifies the Pauli matrices in the same way and then doubles them. The result is four generators on two qubits, Z ⊗ 1, X ⊗ X, X ⊗ Y and X ⊗ Z, which is enough for two disjoint edges, so the commutation relation has an actual case to describe.
